# The ground-state current on a nearest-neighbour fermion ring is at most tan(π/L) times the kinetic energy in magnitude

A ground state is taken here to be a normalized state that minimises the energy among all states with the same particle number N. For a Hermitian H that conserves particle number, such a state is automatically an eigenvector of H, but the derivation needs only the variational property. Degenerate ground states are included.

## The bound and its conventions

Spinless fermions live on sites x = 0, …, L − 1 of a ring with L ≥ 3, and x + 1 is taken modulo L. Let c_x annihilate a particle on site x, let n_x = c_x† c_x, and let t_x be any complex amplitudes. Define

F = Σ_x t_x c†_{x+1} c_x

K = F + F†

J = i(F − F†)

The kinetic energy of the title is K, which contains the hopping terms only. If the model comes from a discretised second derivative, the constant diagonal term of that derivative belongs to V. The Hamiltonian is H = K + V, where V commutes with every n_x. This admits disorder potentials and density-density interactions of any range. Writing ⟨A⟩ for the expectation value in an N-particle ground state, the bound is

|⟨J⟩| ≤ tan(π/L) |⟨K⟩|

There is no minus sign in front of the hopping, so a code that uses −t must absorb the sign into t_x. For Hermitian V and ħ = 1, the particle current in the direction of increasing x, summed over bonds, is then −J. Magnetic flux enters through the phases of t_x.

## Checking a persistent-current calculation

An exact-diagonalisation or DMRG code for this one-dimensional, nearest-neighbour model can compare its two expectation values with the bound. A violation beyond numerical error means that the state is not an N-particle ground state of H, or that H, J or K was built or evaluated inconsistently with the definitions above. Passing the check does not establish convergence.

The check is meant for ground states only. Take L = 4, N = 1, V = 0, t_x = −1 and the plane wave ψ_x = exp(iπx/2)/2. This is an eigenstate with energy 0, while the ground-state energy is −2. It has ⟨F⟩ = i, hence ⟨K⟩ = 0 and ⟨J⟩ = −2, and the inequality fails.

## Twisting the ground state

For an integer m, let θ = 2πm/L and

U = exp(iθ Σ_x x n_x)

Each n_x is diagonal in the occupation basis, with value 1 on occupied sets S that contain x and 0 on the others. Two different sets differ at some site x, and commutation with that n_x forces the matrix element of V between them to vanish. So V is diagonal and U†VU = V.

Moving an annihilator through the twist gives

U† c_x U = exp(iθx) c_x

A hop from x to x + 1 therefore acquires exp(−iθ). The closing bond, from L − 1 to 0, acquires exp(iθ(L − 1)), which is the same factor because exp(iθL) = exp(2πi m) = 1. Hence

U†FU = exp(−iθ) F

With f = ⟨F⟩, the definitions give ⟨K⟩ = 2 Re f and ⟨J⟩ = −2 Im f, so

⟨U†KU⟩ = 2 Re(exp(−iθ) f) = cos θ ⟨K⟩ − sin θ ⟨J⟩

The twisted energy minus the original energy is

ΔE = −(1 − cos θ)⟨K⟩ − sin θ ⟨J⟩

The twist preserves the norm and N, so ΔE ≥ 0. Put α = π/L and take m = ±1:

2 sin²α ⟨K⟩ ± 2 sin α cos α ⟨J⟩ ≤ 0

Since sin α > 0, division by 2 sin α gives

sin α ⟨K⟩ ± cos α ⟨J⟩ ≤ 0

Adding the two inequalities shows ⟨K⟩ ≤ 0. Together they also say

cos α |⟨J⟩| ≤ −sin α ⟨K⟩ = sin α |⟨K⟩|

For L ≥ 3, cos α > 0, and dividing by it gives the bound.

The smallest ring already attains equality. For L = 3, N = 1, V = 0 and t_x = −exp(iπ/3), the uniform state ψ_x = 1/√3 is one of two degenerate ground states. It has ⟨K⟩ = −1 and ⟨J⟩ = √3, and tan(π/3) = √3.

## The Lean development

```lean
import Mathlib

open Matrix

namespace BlochCurrentBound

noncomputable section

/-- Operators on the Fock space of spinless fermions on `L` sites, in the basis of occupied sets. -/
abbrev FockOp (L : ℕ) := Matrix (Finset (Fin L)) (Finset (Fin L)) ℂ

/-- Many-body wave functions: one amplitude for each set of occupied sites. -/
abbrev FockState (L : ℕ) := Finset (Fin L) → ℂ

variable {L : ℕ}

/-- The fermionic annihilator of site `x`, with its Jordan-Wigner sign. -/
def annihilate (x : Fin L) : FockOp L := fun S S' =>
  if x ∈ S' ∧ S = S'.erase x then (-1) ^ (S'.filter (fun y => y < x)).card else 0

/-- The occupation number operator of site `x`. -/
def number (x : Fin L) : FockOp L := (annihilate x)ᴴ * annihilate x

/-- Forward hopping around the ring, with amplitude `t x` on the bond from `x` to `x + 1`. -/
def forwardHop [NeZero L] (t : Fin L → ℂ) : FockOp L :=
  ∑ x, t x • ((annihilate (x + 1))ᴴ * annihilate x)

/-- The kinetic energy: forward plus backward hopping. -/
def kinetic [NeZero L] (t : Fin L → ℂ) : FockOp L := forwardHop t + (forwardHop t)ᴴ

/-- The current: `i` times forward minus backward hopping. -/
def current [NeZero L] (t : Fin L → ℂ) : FockOp L :=
  Complex.I • (forwardHop t - (forwardHop t)ᴴ)

/-- The number `⟨ψ|A|ψ⟩`, which is the expectation value of `A` when `ψ` is normalized. -/
def expect (A : FockOp L) (ψ : FockState L) : ℂ := star ψ ⬝ᵥ (A *ᵥ ψ)

/-- A normalized `N`-particle state that minimises the real part of the expectation value of `H`
among all normalized `N`-particle states. -/
structure IsGroundState (H : FockOp L) (N : ℕ) (ψ : FockState L) : Prop where
  particles : ∀ S, S.card ≠ N → ψ S = 0
  normalized : star ψ ⬝ᵥ ψ = 1
  minimal : ∀ φ : FockState L, (∀ S, S.card ≠ N → φ S = 0) → star φ ⬝ᵥ φ = 1 →
    (expect H ψ).re ≤ (expect H φ).re

/-- The phase advance per site, `2πm/L`, of a twist with winding number `m`. -/
def angle (L : ℕ) (m : ℤ) : ℝ := 2 * Real.pi * m / L

/-- The phase `exp(2πi m x/L)` given to a particle on site `x`. -/
def sitePhase (m : ℤ) (x : Fin L) : ℂ :=
  Complex.exp (((angle L m * (x : ℕ) : ℝ) : ℂ) * Complex.I)

/-- The twist operator `exp(2πi m ∑ x n_x / L)`, diagonal in the occupation basis. -/
def twist (L : ℕ) (m : ℤ) : FockOp L := Matrix.diagonal fun S => ∏ x ∈ S, sitePhase m x

lemma star_mul_self_of_norm {z : ℂ} (h : ‖z‖ = 1) : star z * z = 1 := by
  rw [Complex.star_def, Complex.conj_mul', h]
  simp

lemma norm_sitePhase (m : ℤ) (x : Fin L) : ‖sitePhase m x‖ = 1 :=
  Complex.norm_exp_ofReal_mul_I _

lemma annihilate_eq_zero {x : Fin L} {S S' : Finset (Fin L)}
    (h : ¬(x ∈ S' ∧ S = S'.erase x)) : annihilate x S S' = 0 := by
  unfold annihilate
  exact if_neg h

/-- The number operator is diagonal: it is 1 on configurations that occupy `x` and 0 on others. -/
theorem number_eq_diagonal (x : Fin L) :
    number x = Matrix.diagonal fun S => if x ∈ S then (1 : ℂ) else 0 := by
  ext S S'
  rw [number, Matrix.mul_apply]
  simp only [Matrix.conjTranspose_apply]
  by_cases hS' : x ∈ S'
  · rw [Finset.sum_eq_single (S'.erase x)]
    · by_cases hS : S = S'
      · subst hS
        simp [annihilate, hS', ← mul_pow]
      · have key : annihilate x (S'.erase x) S = 0 := by
          apply annihilate_eq_zero
          rintro ⟨h, e⟩
          apply hS
          rw [← Finset.insert_erase h, ← e, Finset.insert_erase hS']
        rw [key, Matrix.diagonal_apply_ne _ hS]
        simp
    · intro R _ hR
      rw [annihilate_eq_zero (S' := S') (fun h => hR h.2), mul_zero]
    · simp
  · rw [Finset.sum_eq_zero]
    · by_cases hS : S = S'
      · subst hS
        simp [hS']
      · rw [Matrix.diagonal_apply_ne _ hS]
    · intro R _
      rw [annihilate_eq_zero (S' := S') (fun h => hS' h.1), mul_zero]

/-- An operator that commutes with all occupation numbers commutes with the twist. -/
theorem commute_twist {V : FockOp L} (hV : ∀ x, Commute V (number x)) (m : ℤ) :
    V * twist L m = twist L m * V := by
  ext S S'
  rw [twist, Matrix.mul_diagonal, Matrix.diagonal_mul]
  by_cases hne : V S S' = 0
  · rw [hne, zero_mul, mul_zero]
  · -- a non-zero matrix element connects only equal configurations
    have hS : S = S' := by
      ext x
      have h := congrFun (congrFun (hV x).eq S) S'
      rw [number_eq_diagonal, Matrix.mul_diagonal, Matrix.diagonal_mul] at h
      have hne' : ¬(0 = V S S') := fun e => hne e.symm
      by_cases h1 : x ∈ S <;> by_cases h2 : x ∈ S' <;> simp [h1, h2, hne, hne'] at h ⊢
    rw [hS, mul_comm]

lemma twist_unitary (m : ℤ) : (twist L m)ᴴ * twist L m = 1 := by
  rw [twist, Matrix.diagonal_conjTranspose, Matrix.diagonal_mul_diagonal, ← Matrix.diagonal_one]
  refine congrArg Matrix.diagonal (funext fun S => ?_)
  show star (∏ x ∈ S, sitePhase m x) * ∏ x ∈ S, sitePhase m x = 1
  apply star_mul_self_of_norm
  rw [norm_prod]
  exact Finset.prod_eq_one fun x _ => norm_sitePhase m x

lemma annihilate_twist (m : ℤ) (x : Fin L) :
    annihilate x * twist L m = sitePhase m x • (twist L m * annihilate x) := by
  ext S S'
  rw [Matrix.smul_apply, twist, Matrix.mul_diagonal, Matrix.diagonal_mul, smul_eq_mul]
  by_cases h : x ∈ S' ∧ S = S'.erase x
  · obtain ⟨hx, rfl⟩ := h
    rw [← Finset.mul_prod_erase S' (sitePhase m) hx]
    ring
  · rw [annihilate_eq_zero h]
    ring

variable [NeZero L]

/-- The site phase advances by the same factor on every bond, including the one closing the ring. -/
theorem sitePhase_succ (m : ℤ) (x : Fin L) :
    sitePhase m (x + 1) = Complex.exp ((angle L m : ℂ) * Complex.I) * sitePhase m x := by
  have hv : ((x + 1 : Fin L) : ℕ) = ((x : ℕ) + 1) % L := by
    rw [Fin.val_add, Fin.val_one', Nat.add_mod_mod]
  have hn : ((x + 1 : Fin L) : ℕ) + L * (((x : ℕ) + 1) / L) = (x : ℕ) + 1 := by
    rw [hv]
    exact Nat.mod_add_div _ _
  generalize ((x : ℕ) + 1) / L = q at hn
  have hq : (((x + 1 : Fin L) : ℕ) : ℂ) + L * q = (x : ℕ) + 1 := by exact_mod_cast hn
  have hL : (L : ℂ) * (L : ℂ)⁻¹ = 1 := mul_inv_cancel₀ (Nat.cast_ne_zero.mpr (NeZero.ne L))
  unfold sitePhase angle
  rw [← Complex.exp_add, Complex.exp_eq_exp_iff_exists_int]
  refine ⟨-(m * q), ?_⟩
  push_cast
  linear_combination (2 * Real.pi * Complex.I * m / L) * hq
    - 2 * Real.pi * Complex.I * m * q * hL

/-- Conjugation by the twist multiplies the forward hopping by the phase `exp(-2πi m/L)`. -/
theorem twist_forwardHop (t : Fin L → ℂ) (m : ℤ) :
    (twist L m)ᴴ * forwardHop t * twist L m
      = star (Complex.exp ((angle L m : ℂ) * Complex.I)) • forwardHop t := by
  rw [forwardHop, Finset.mul_sum, Finset.sum_mul, Finset.smul_sum]
  refine Finset.sum_congr rfl fun x _ => ?_
  have h2 := congrArg Matrix.conjTranspose (annihilate_twist m (x + 1))
  rw [Matrix.conjTranspose_mul, Matrix.conjTranspose_smul, Matrix.conjTranspose_mul] at h2
  have key : (twist L m)ᴴ * ((annihilate (x + 1))ᴴ * annihilate x) * twist L m
      = star (Complex.exp ((angle L m : ℂ) * Complex.I)) •
        ((annihilate (x + 1))ᴴ * annihilate x) := by
    calc _ = ((twist L m)ᴴ * (annihilate (x + 1))ᴴ) * (annihilate x * twist L m) := by
            simp only [Matrix.mul_assoc]
      _ = (star (sitePhase m (x + 1)) * sitePhase m x) •
            ((annihilate (x + 1))ᴴ * ((twist L m)ᴴ * twist L m) * annihilate x) := by
            rw [h2, annihilate_twist, Matrix.smul_mul, Matrix.mul_smul, smul_smul]
            simp only [Matrix.mul_assoc]
      _ = _ := by
            rw [twist_unitary, Matrix.mul_one, sitePhase_succ, star_mul', mul_assoc,
              star_mul_self_of_norm (norm_sitePhase m x), mul_one]
  rw [Matrix.mul_smul, Matrix.smul_mul, key]
  exact smul_comm _ _ _

omit [NeZero L] in
lemma expect_add (A B : FockOp L) (ψ : FockState L) :
    expect (A + B) ψ = expect A ψ + expect B ψ := by
  simp [expect, Matrix.add_mulVec, dotProduct_add]

omit [NeZero L] in
lemma expect_smul (c : ℂ) (A : FockOp L) (ψ : FockState L) :
    expect (c • A) ψ = c * expect A ψ := by
  simp [expect, Matrix.smul_mulVec, dotProduct_smul]

omit [NeZero L] in
lemma expect_adjoint (A : FockOp L) (ψ : FockState L) : expect Aᴴ ψ = star (expect A ψ) := by
  unfold expect
  rw [Matrix.dotProduct_mulVec (star ψ) Aᴴ ψ, ← Matrix.star_mulVec A ψ]
  exact Matrix.star_dotProduct _ _

lemma expect_kinetic (t : Fin L → ℂ) (ψ : FockState L) :
    expect (kinetic t) ψ = ((2 * (expect (forwardHop t) ψ).re : ℝ) : ℂ) := by
  rw [kinetic, expect_add, expect_adjoint]
  apply Complex.ext <;> simp
  ring

lemma expect_current (t : Fin L → ℂ) (ψ : FockState L) :
    expect (current t) ψ = ((-2 * (expect (forwardHop t) ψ).im : ℝ) : ℂ) := by
  have h : current t = Complex.I • (forwardHop t + (-1 : ℂ) • (forwardHop t)ᴴ) := by
    rw [current, neg_one_smul, sub_eq_add_neg]
  rw [h, expect_smul, expect_add, expect_smul, expect_adjoint]
  apply Complex.ext <;> simp
  ring

/-- The real part of `⟨ψ|H|ψ⟩` after a twist of `ψ`, where `H = kinetic t + V`, in terms of the real
parts of the same form for `H`, the kinetic energy and the current before the twist. -/
theorem twisted_energy (t : Fin L → ℂ) {V : FockOp L} (hV : ∀ x, Commute V (number x))
    (m : ℤ) (ψ : FockState L) :
    (expect (kinetic t + V) (twist L m *ᵥ ψ)).re = (expect (kinetic t + V) ψ).re
      - (1 - Real.cos (angle L m)) * (expect (kinetic t) ψ).re
      - Real.sin (angle L m) * (expect (current t) ψ).re := by
  have hF := twist_forwardHop t m
  have hB := congrArg Matrix.conjTranspose hF
  rw [Matrix.conjTranspose_mul, Matrix.conjTranspose_mul, Matrix.conjTranspose_smul,
    Matrix.conjTranspose_conjTranspose, star_star, ← Matrix.mul_assoc] at hB
  have hVU : (twist L m)ᴴ * V * twist L m = V := by
    rw [Matrix.mul_assoc, commute_twist hV, ← Matrix.mul_assoc, twist_unitary, Matrix.one_mul]
  -- move the twist from the state to the Hamiltonian
  have hmove : expect (kinetic t + V) (twist L m *ᵥ ψ)
      = expect ((twist L m)ᴴ * (kinetic t + V) * twist L m) ψ := by
    unfold expect
    rw [Matrix.star_mulVec, ← Matrix.dotProduct_mulVec]
    simp only [Matrix.mulVec_mulVec, Matrix.mul_assoc]
  have hre := Complex.exp_ofReal_mul_I_re (angle L m)
  have him := Complex.exp_ofReal_mul_I_im (angle L m)
  rw [hmove, Matrix.mul_add, Matrix.add_mul, hVU, expect_add, expect_add, expect_kinetic,
    expect_current, kinetic, Matrix.mul_add, Matrix.add_mul, hF, hB, expect_add, expect_smul,
    expect_smul, expect_adjoint]
  simp only [Complex.add_re, Complex.mul_re, Complex.star_def, Complex.conj_re, Complex.conj_im,
    Complex.ofReal_re, hre, him]
  ring

/-- In a ground state, `(1 - cos θ) ⟨K⟩ + sin θ ⟨J⟩ ≤ 0` for every twist angle `θ = 2πm/L`, where
`K` is the kinetic energy and `J` the current. -/
theorem ground_state_twist (t : Fin L → ℂ) {V : FockOp L} (hV : ∀ x, Commute V (number x))
    {N : ℕ} {ψ : FockState L} (hψ : IsGroundState (kinetic t + V) N ψ) (m : ℤ) :
    (1 - Real.cos (angle L m)) * (expect (kinetic t) ψ).re
      + Real.sin (angle L m) * (expect (current t) ψ).re ≤ 0 := by
  have h := hψ.minimal (twist L m *ᵥ ψ)
    (fun S hS => by rw [twist, Matrix.mulVec_diagonal, hψ.particles S hS, mul_zero])
    (by rw [Matrix.star_mulVec, ← Matrix.dotProduct_mulVec, Matrix.mulVec_mulVec,
          twist_unitary, Matrix.one_mulVec, hψ.normalized])
  rw [twisted_energy t hV] at h
  linarith

/-- Bloch bound: in an `N`-particle ground state on a ring of `L ≥ 3` sites, the current is at most
`tan(π/L)` times the kinetic energy, both in absolute value. -/
theorem bloch_bound (hL : 3 ≤ L) (t : Fin L → ℂ) {V : FockOp L}
    (hV : ∀ x, Commute V (number x)) {N : ℕ} {ψ : FockState L}
    (hψ : IsGroundState (kinetic t + V) N ψ) :
    ‖expect (current t) ψ‖ ≤ Real.tan (Real.pi / L) * ‖expect (kinetic t) ψ‖ := by
  have hK : ‖expect (kinetic t) ψ‖ = |(expect (kinetic t) ψ).re| := by
    rw [expect_kinetic, Complex.norm_real, Complex.ofReal_re, Real.norm_eq_abs]
  have hJ : ‖expect (current t) ψ‖ = |(expect (current t) ψ).re| := by
    rw [expect_current, Complex.norm_real, Complex.ofReal_re, Real.norm_eq_abs]
  -- the two opposite twists
  have h1 := ground_state_twist t hV hψ 1
  have h2 := ground_state_twist t hV hψ (-1)
  have e1 : angle L 1 = 2 * (Real.pi / L) := by unfold angle; push_cast; ring
  have e2 : angle L (-1) = -(2 * (Real.pi / L)) := by unfold angle; push_cast; ring
  rw [e1] at h1
  rw [e2, Real.cos_neg, Real.sin_neg] at h2
  rw [hK, hJ]
  have hL' : (3 : ℝ) ≤ L := by exact_mod_cast hL
  have hLpos : (0 : ℝ) < L := by linarith
  have hpi := Real.pi_pos
  have hα : 0 < Real.pi / L := div_pos hpi hLpos
  have hα2 : Real.pi / L < Real.pi / 2 := by
    rw [div_lt_div_iff₀ hLpos two_pos]
    nlinarith
  generalize Real.pi / (L : ℝ) = α at *
  generalize (expect (kinetic t) ψ).re = a at *
  generalize (expect (current t) ψ).re = b at *
  have hs : 0 < Real.sin α := Real.sin_pos_of_pos_of_lt_pi hα (by linarith)
  have hc : 0 < Real.cos α := Real.cos_pos_of_mem_Ioo ⟨by linarith, hα2⟩
  have hcos : Real.cos (2 * α) = 1 - 2 * Real.sin α ^ 2 := by
    rw [Real.cos_two_mul]
    linarith [Real.sin_sq_add_cos_sq α]
  rw [hcos, Real.sin_two_mul] at h1 h2
  -- divide by the common positive factor sin α
  have g1 : Real.sin α * a + Real.cos α * b ≤ 0 := by
    by_contra h
    nlinarith [mul_pos hs (not_le.mp h)]
  have g2 : Real.sin α * a - Real.cos α * b ≤ 0 := by
    by_contra h
    nlinarith [mul_pos hs (not_le.mp h)]
  have ha : a ≤ 0 := by
    by_contra h
    nlinarith [mul_pos hs (not_le.mp h)]
  rw [abs_of_nonpos ha, Real.tan_eq_sin_div_cos, div_mul_eq_mul_div, le_div_iff₀ hc]
  rcases abs_choice b with h | h <;> rw [h] <;> linarith

end

end BlochCurrentBound
```

```lean
#print axioms BlochCurrentBound.bloch_bound
-- 'BlochCurrentBound.bloch_bound' depends on axioms: [propext, Classical.choice, Quot.sound]
```

## What `bloch_bound` establishes, and for which rings

`FockOp L` is the type of complex matrices indexed by occupied subsets of `Fin L`, and `FockState L` assigns an amplitude to each subset. `annihilate` carries the Jordan-Wigner sign, so the closing bond has the correct fermionic sign for every N. `IsGroundState` encodes particle number, normalization and minimality. It compares real parts because `expect` is complex-valued, and V is not assumed Hermitian. The norms in the conclusion are absolute values of real numbers, by `expect_kinetic` and `expect_current`.

The proof follows the derivation:

- `number_eq_diagonal` and `commute_twist` show that V commutes with U, by comparing matrix elements.
- `annihilate_twist` moves c_x through U. `sitePhase_succ` treats all bonds at once: it writes x + 1 as a remainder plus a multiple of L, and that multiple changes the exponent only by an integer times 2πi.
- `twist_forwardHop` combines these into the phase of F, and `twisted_energy` computes ΔE after moving U from the state to the Hamiltonian.
- `ground_state_twist` applies minimality to the twisted state. `bloch_bound` uses m = ±1 and the double-angle formulas; the `nlinarith` calls for `g1` and `g2` carry out the division by sin α.

The theorem does not cover spin, longer-range hopping, pair hopping or finite temperature. Nor does it show that the energy is periodic in the flux.

The Bloch theorem meant here concerns ground-state currents, not wave functions in a periodic potential. It is usually quoted as the absence of a ground-state current density in a large system, whereas `bloch_bound` is an inequality at fixed L. The large-system statement follows for bounded amplitudes. Each bond term t_x c†_{x+1} c_x + h.c. has eigenvalues 0 and ±|t_x|, which gives |⟨K⟩| ≤ Σ_x |t_x|, so the current averaged over bonds is at most tan(π/L) max|t_x| in magnitude. This upper bound vanishes as 1/L, and the current itself can be smaller. This estimate and the numerical examples rest on the algebra given here, not on the Lean file.
